# Mesh errors of the kernel \(-\ln(2-2\cos q)\): \(-2\ln(N)/N\) with \(q=0\) omitted, \(-2\ln(2)/N\) after a half-step shift

Q: I average a wire's Coulomb kernel over \(N\) momentum points, leave out \(q=0\) because the kernel diverges there, and repeat with \(2N\) points. Then I extrapolate as if the error were proportional to \(1/N\). The result is still wrong at order \(1/N\), the very order I meant to remove. You say an exact formula accounts for this. I doubt that it describes a wire at all.

A: The formula is for one model kernel,
\[ v(q)=-\ln(2-2\cos q), \]
with \(q\) in units of the inverse lattice constant. Near \(q=0\) it behaves as \(-2\ln|q|\), the long-wavelength form of the Coulomb interaction in one dimension. It is also the lattice Fourier sum of \(1/|n|\) over the nonzero sites \(n\) of a chain, so it is a bare Coulomb interaction without the on-site term.

With \(q=0\) omitted and the weight \(1/N\) kept for every other point, the mesh mean is \(-2\ln(N)/N\), and the exact average is zero. Your extrapolation therefore gives
\[ 2\cdot\frac{-2\ln(2N)}{2N}-\frac{-2\ln N}{N}=-\frac{2\ln 2}{N}. \]
On a mesh shifted by half a step the mean is \(-2\ln(2)/N\), and the same extrapolation gives zero.

Q: Derive the two means for me.

A: Start from a squared distance in the complex plane:
\[ |1-e^{iq}|^2=(1-\cos q)^2+\sin^2 q=2-2\cos q. \]
Let \(\zeta=e^{2\pi i/N}\). The \(N\) roots of \(z^N=w^N\) are \(\zeta^j w\), so \(z^N-w^N=\prod_{j=0}^{N-1}(z-\zeta^j w)\). Put \(z=1\) and \(w=e^{i\theta}\), where \(\theta\) is the displacement of the mesh, and take squared moduli:
\[ \prod_{j=0}^{N-1}\bigl(2-2\cos(\theta+2\pi j/N)\bigr)=2-2\cos(N\theta). \]
If no mesh point hits the singularity, minus the logarithm of both sides, divided by \(N\), says that the mean is \(v(N\theta)/N\). Half a step is \(\theta=\pi/N\), and \(v(\pi)=-\ln 4\), so the mean is \(-2\ln(2)/N\).

For the mesh without \(q=0\), set \(w=1\) and divide by \(z-1\):
\[ 1+z+\dots+z^{N-1}=\prod_{j=1}^{N-1}(z-\zeta^j). \]
At \(z=1\) the left side is \(N\). The product of the factors \(2-2\cos(2\pi j/N)\) is therefore \(N^2\), and the mean is \(-\ln(N^2)/N=-2\ln(N)/N\).

Q: Those are means. Why may you call them errors?

A: Because the exact average vanishes. Since \(2-2\cos q=4\sin^2(q/2)\), the substitution \(q=2y\) gives
\[ \int_0^{2\pi}v(q)\,dq=-4\pi\ln 2-4I,\qquad I=\int_0^\pi\ln\sin y\,dy. \]
Put \(y=2t\) and use \(\sin 2t=2\sin t\cos t\). The integrals of \(\ln\sin t\) and \(\ln\cos t\) over \([0,\pi/2]\) are each \(I/2\), so \(I=\pi\ln 2+2I\). Hence \(I=-\pi\ln 2\), and the zone integral is zero.

Q: What happens on the smallest meshes?

A: For \(N=1\), omitting \(q=0\) leaves no points. The mean is \(0\), which happens to be exact, while the shifted mesh has the single point \(\pi\) and gives \(-2\ln 2\). For \(N=2\) both meshes give \(-\ln 2\). The shifted mesh has the smaller error from \(N=3\) on.

Q: Now the formal version. Which conventions are hidden in the definitions?

A: The kernel is a real function of a real, dimensionless momentum.

```lean
import Mathlib

open Finset Filter MeasureTheory
open scoped Real Topology

namespace WireKernelMesh

noncomputable section

/-- The wire-like logarithmic kernel `v(q) = -ln(2 - 2 cos q)`, for `q` not a multiple of `2π`. -/
def wireKernel (q : ℝ) : ℝ := -Real.log (2 - 2 * Real.cos q)
```

The first mean has a convention that you should check against your code. `Ico 1 N` runs over \(j=1,\dots,N-1\), but the sum is divided by \(N\). The omitted point keeps its weight and contributes nothing; the other weights are not rescaled to \(1/(N-1)\).

```lean
/-- The mean of the kernel over the `N`-point mesh `2πj/N` with the point `q = 0` omitted and
the weight `1/N` kept, for `N > 0`. -/
def puncturedMean (N : ℕ) : ℝ := (∑ j ∈ Ico 1 N, wireKernel (2 * π * j / N)) / N
```

The second mean uses all \(N\) points, \(j=0,\dots,N-1\), with an arbitrary displacement `θ`.

```lean
/-- The mean of the kernel over the `N`-point mesh displaced by `θ`, for `N > 0` and a mesh
that avoids the multiples of `2π`. -/
def shiftedMean (N : ℕ) (θ : ℝ) : ℝ := (∑ j ∈ range N, wireKernel (θ + 2 * π * j / N)) / N
```

The reference value is the integral over one Brillouin zone divided by its length.

```lean
/-- The exact average of the kernel over the Brillouin zone `[0, 2π]`. -/
def zoneMean : ℝ := (∫ q in (0 : ℝ)..(2 * π), wireKernel q) / (2 * π)
```

The central theorem, `mesh_means`, takes any natural number `N` with `0 < N` and states both closed forms as equalities, not as asymptotic estimates.

Q: A GW self-energy contains screening, frequencies and orbital overlaps. I see none of them.

A: They are absent. The result bears on electronic structure as a benchmark for the long-wavelength part of a momentum sum, for a bare one-dimensional kernel with nothing multiplying it. It gives no error bound for a full self-energy, and it says nothing about two- or three-dimensional meshes.

Q: Then take me through the proof. Where does the complex plane come in?

A: At the first lemma. It expands the squared modulus as the sum of the squares of the real and imaginary parts, and `linear_combination` supplies \(\sin^2 q+\cos^2 q=1\).

```lean
/-- For real `q`, `2 - 2 cos q` is the squared distance from `1` to the phase `exp(iq)`. -/
theorem two_sub_two_cos (q : ℝ) :
    2 - 2 * Real.cos q = Complex.normSq (1 - Complex.exp (q * Complex.I)) := by
  rw [Complex.normSq_apply]
  simp only [Complex.sub_re, Complex.sub_im, Complex.one_re, Complex.one_im,
    Complex.exp_ofReal_mul_I_re, Complex.exp_ofReal_mul_I_im]
  linear_combination -(Real.sin_sq_add_cos_sq q)
```

The shifted product comes from Mathlib's factorisation `X_pow_sub_C_eq_prod`, evaluated at \(1\). The steps `hpow` and `hterm` rewrite powers of exponentials as single phases, and `map_prod` takes the squared modulus factor by factor.

```lean
/-- Over a displaced mesh of `N > 0` points, the product of `2 - 2 cos q` is the same function
evaluated at `N` times the displacement. -/
theorem shifted_product (N : ℕ) (hN : 0 < N) (θ : ℝ) :
    ∏ j ∈ range N, (2 - 2 * Real.cos (θ + 2 * π * j / N)) = 2 - 2 * Real.cos (N * θ) := by
  -- factorise `1 - w ^ N` over the roots of unity
  have h := congrArg (Polynomial.eval 1) (X_pow_sub_C_eq_prod
    (Complex.isPrimitiveRoot_exp N hN.ne') hN (α := Complex.exp (θ * Complex.I)) rfl)
  simp only [Polynomial.eval_sub, Polynomial.eval_pow, Polynomial.eval_X, Polynomial.eval_C,
    Polynomial.eval_prod, one_pow] at h
  have hpow : Complex.exp (θ * Complex.I) ^ N
      = Complex.exp (((N * θ : ℝ) : ℂ) * Complex.I) := by
    rw [← Complex.exp_nat_mul]
    congr 1
    push_cast
    ring
  have hterm : ∀ j : ℕ, Complex.exp (2 * π * Complex.I / N) ^ j * Complex.exp (θ * Complex.I)
      = Complex.exp (((θ + 2 * π * j / N : ℝ) : ℂ) * Complex.I) := by
    intro j
    rw [← Complex.exp_nat_mul, ← Complex.exp_add]
    congr 1
    push_cast
    ring
  rw [hpow] at h
  simp only [hterm] at h
  rw [two_sub_two_cos (N * θ), h, map_prod]
  exact prod_congr rfl fun j _ => two_sub_two_cos _
```

For the mesh without \(q=0\), Mathlib already has the product of \(1-\zeta^j\) over the nontrivial roots. The proof shifts the index to match it and takes squared moduli.

```lean
/-- Over the `N`-point mesh with `q = 0` omitted, `N > 0`, the product of `2 - 2 cos q`
is `N²`. -/
theorem punctured_product (N : ℕ) (hN : 0 < N) :
    ∏ j ∈ Ico 1 N, (2 - 2 * Real.cos (2 * π * j / N)) = (N : ℝ) ^ 2 := by
  obtain ⟨n, rfl⟩ : ∃ n, N = n + 1 := ⟨N - 1, by omega⟩
  have h := (Complex.isPrimitiveRoot_exp (n + 1) (by omega)).prod_one_sub_pow_eq_order
  have hc : ((n + 1 : ℕ) : ℝ) ^ 2 = Complex.normSq ((n : ℂ) + 1) := by
    rw [show (n : ℂ) + 1 = (((n + 1 : ℕ) : ℝ) : ℂ) by simp, Complex.normSq_ofReal, sq]
  rw [prod_Ico_eq_prod_range, Nat.add_sub_cancel, hc, ← h, map_prod]
  refine prod_congr rfl fun k _ => ?_
  rw [two_sub_two_cos, ← Complex.exp_nat_mul]
  congr 3
  push_cast
  ring
```

Q: Turning a sum of logarithms into the logarithm of a product needs nonzero factors.

A: That is the hypothesis of the next lemma. A nonzero product means that every factor is nonzero.

```lean
/-- A sum of kernel values is minus the logarithm of the product of the factors `2 - 2 cos q`,
provided that product is not zero. -/
theorem sum_wireKernel (s : Finset ℕ) (q : ℕ → ℝ)
    (h : ∏ j ∈ s, (2 - 2 * Real.cos (q j)) ≠ 0) :
    ∑ j ∈ s, wireKernel (q j) = -Real.log (∏ j ∈ s, (2 - 2 * Real.cos (q j))) := by
  simp only [wireKernel, sum_neg_distrib]
  congr 1
  symm
  rw [Real.log_prod]
  exact prod_ne_zero_iff.mp h
```

For the displaced mesh, the condition becomes `Real.cos (N * θ) ≠ 1`, which says that no mesh point is a multiple of \(2\pi\). At \(\theta=0\) and \(N\ge 2\) the formula would fail: Lean sets \(\ln 0=0\), so the left side would be \(-2\ln(N)/N\) and the right side \(0\).

```lean
/-- For `N > 0` and a displaced mesh that avoids the singularity, the mesh mean is the kernel
at `N` times the displacement, divided by `N`. -/
theorem shiftedMean_eq (N : ℕ) (hN : 0 < N) (θ : ℝ) (hθ : Real.cos (N * θ) ≠ 1) :
    shiftedMean N θ = wireKernel (N * θ) / N := by
  have hp : ∏ j ∈ range N, (2 - 2 * Real.cos (θ + 2 * π * j / N)) ≠ 0 := by
    rw [shifted_product N hN]
    intro h
    exact hθ (by linarith)
  have h := sum_wireKernel (range N) (fun j : ℕ => θ + 2 * π * j / N) hp
  beta_reduce at h
  rw [shiftedMean, h, shifted_product N hN, wireKernel]
```

The two closed forms follow. The first part of the proof inserts the product \(N^2\). The second inserts \(N\theta=\pi\) and writes \(2-2\cos\pi\) as \(2^2\), and `Real.log_pow` brings down the exponent in both.

```lean
/-- For every `N > 0`, the mesh with `q = 0` omitted gives exactly `-2 ln(N)/N`, and the mesh
shifted by half a step gives exactly `-2 ln(2)/N`. -/
theorem mesh_means (N : ℕ) (hN : 0 < N) :
    puncturedMean N = -2 * Real.log N / N ∧ shiftedMean N (π / N) = -2 * Real.log 2 / N := by
  have hN' : (N : ℝ) ≠ 0 := by exact_mod_cast hN.ne'
  constructor
  · have hp : ∏ j ∈ Ico 1 N, (2 - 2 * Real.cos (2 * π * j / N)) ≠ 0 := by
      rw [punctured_product N hN]
      exact pow_ne_zero 2 hN'
    have h := sum_wireKernel (Ico 1 N) (fun j : ℕ => 2 * π * j / N) hp
    beta_reduce at h
    rw [puncturedMean, h, punctured_product N hN, Real.log_pow]
    push_cast
    ring
  · have hx : (N : ℝ) * (π / N) = π := by field_simp
    rw [shiftedMean_eq N hN _ (by rw [hx, Real.cos_pi]; norm_num), hx, wireKernel,
      Real.cos_pi, show (2 : ℝ) - 2 * (-1) = 2 ^ 2 by norm_num, Real.log_pow]
    push_cast
    ring
```

Q: And the zero average? The integrand is singular at both ends of the zone.

A: The theorem states integrability together with the value. Integrability comes from a general result on logarithms of meromorphic functions, applied to \(2-2\cos q\). The value follows the calculation above: `hv` rewrites the kernel through \(\sin(q/2)\) almost everywhere, `hsub` substitutes \(q=2y\), and `integral_log_sin_zero_pi` supplies \(I=-\pi\ln 2\).

```lean
/-- The kernel is integrable over the Brillouin zone and its exact average is zero. -/
theorem zoneMean_eq_zero :
    IntervalIntegrable wireKernel volume 0 (2 * π) ∧ zoneMean = 0 := by
  constructor
  · have hm : MeromorphicOn (fun q : ℝ => 2 - 2 * Real.cos q) (Set.uIcc 0 (2 * π)) :=
      fun x _ => (analyticAt_const.sub
        (analyticAt_const.mul Real.analyticAt_cos)).meromorphicAt
    exact hm.intervalIntegrable_log.neg
  · -- `2 - 2 cos q = (2 sin (q/2))²`, with `sin (q/2) > 0` away from the end points
    have hv : ∫ q in (0 : ℝ)..(2 * π), wireKernel q
        = ∫ q in (0 : ℝ)..(2 * π),
          (fun y => -2 * Real.log 2 - 2 * Real.log (Real.sin y)) (q / 2) := by
      apply intervalIntegral.integral_congr_ae
      have hne : ({2 * π}ᶜ : Set ℝ) ∈ ae (volume : Measure ℝ) :=
        compl_mem_ae_iff.mpr (measure_singleton _)
      filter_upwards [hne] with x hx hxI
      rw [Set.uIoc_of_le Real.two_pi_pos.le] at hxI
      have hlt : x < 2 * π := lt_of_le_of_ne hxI.2 hx
      have hs : 0 < Real.sin (x / 2) :=
        Real.sin_pos_of_pos_of_lt_pi (by linarith [hxI.1]) (by linarith)
      have hc : 2 - 2 * Real.cos x = (2 * Real.sin (x / 2)) ^ 2 := by
        have h2 := Real.cos_two_mul (x / 2)
        rw [show 2 * (x / 2) = x by ring] at h2
        linear_combination -2 * h2 - 4 * Real.sin_sq_add_cos_sq (x / 2)
      rw [wireKernel, hc, Real.log_pow, Real.log_mul two_ne_zero hs.ne']
      push_cast
      ring
    -- substitute `q = 2y`
    have hsub : ∫ q in (0 : ℝ)..(2 * π),
          (fun y => -2 * Real.log 2 - 2 * Real.log (Real.sin y)) (q / 2)
        = (2 : ℝ) • ∫ y in ((0 : ℝ) / 2)..(2 * π / 2),
          (-2 * Real.log 2 - 2 * Real.log (Real.sin y)) :=
      intervalIntegral.integral_comp_div
        (fun y => -2 * Real.log 2 - 2 * Real.log (Real.sin y)) two_ne_zero
    have hi : IntervalIntegrable (fun y => Real.log (Real.sin y)) volume 0 π :=
      intervalIntegrable_log_sin
    have hi2 : IntervalIntegrable (fun y => 2 * Real.log (Real.sin y)) volume 0 π :=
      hi.const_mul 2
    have hconst : IntervalIntegrable (fun _ : ℝ => -2 * Real.log 2) volume 0 π :=
      continuous_const.intervalIntegrable 0 π
    rw [zoneMean, hv, hsub, zero_div, mul_div_cancel_left₀ π two_ne_zero,
      intervalIntegral.integral_sub hconst hi2,
      intervalIntegral.integral_const, intervalIntegral.integral_const_mul,
      integral_log_sin_zero_pi]
    simp only [smul_eq_mul]
    ring
```

Q: So both meshes converge.

A: Yes, to the exact average. One limit needs \(\ln(N)/N\to 0\), the other only \(1/N\to 0\).

```lean
/-- The mean over the mesh without `q = 0` and the mean over the half-step-shifted mesh both
converge to the exact zone average as `N` grows. -/
theorem means_tendsto :
    Tendsto puncturedMean atTop (𝓝 zoneMean) ∧
      Tendsto (fun N : ℕ => shiftedMean N (π / N)) atTop (𝓝 zoneMean) := by
  rw [zoneMean_eq_zero.2]
  constructor
  · have h : Tendsto (fun N : ℕ => Real.log N / N) atTop (𝓝 0) :=
      Real.isLittleO_log_id_atTop.tendsto_div_nhds_zero.comp tendsto_natCast_atTop_atTop
    have h2 := h.const_mul (-2)
    rw [mul_zero] at h2
    refine h2.congr' ?_
    filter_upwards [eventually_gt_atTop 0] with N hN
    rw [(mesh_means N hN).1]
    ring
  · refine (tendsto_const_div_atTop_nhds_zero_nat (-2 * Real.log 2)).congr' ?_
    filter_upwards [eventually_gt_atTop 0] with N hN
    rw [(mesh_means N hN).2]
```

Q: In what sense does the half-step shift remove the logarithm from the error?

A: Multiply each error by \(N\). Without \(q=0\), the scaled error is \(-2\ln N\), which diverges to \(-\infty\). With the half-step shift it is \(-2\ln 2\) for every positive \(N\). The proof substitutes the closed forms and cancels \(N\).

```lean
/-- Multiplied by `N`, the error of the mesh without `q = 0` diverges to minus infinity, while
that of the half-step-shifted mesh is the constant `-2 ln 2` for every `N > 0`. -/
theorem scaled_errors :
    Tendsto (fun N : ℕ => N * (puncturedMean N - zoneMean)) atTop atBot ∧
      ∀ N : ℕ, 0 < N → N * (shiftedMean N (π / N) - zoneMean) = -2 * Real.log 2 := by
  rw [zoneMean_eq_zero.2]
  constructor
  · have h : Tendsto (fun N : ℕ => Real.log N) atTop atTop :=
      Real.tendsto_log_atTop.comp tendsto_natCast_atTop_atTop
    refine (Filter.Tendsto.const_mul_atTop_of_neg (by norm_num : (-2 : ℝ) < 0) h).congr' ?_
    filter_upwards [eventually_gt_atTop 0] with N hN
    have hN' : (N : ℝ) ≠ 0 := by exact_mod_cast hN.ne'
    rw [(mesh_means N hN).1, sub_zero, mul_div_cancel₀ _ hN']
  · intro N hN
    have hN' : (N : ℝ) ≠ 0 := by exact_mod_cast hN.ne'
    rw [(mesh_means N hN).2, sub_zero, mul_div_cancel₀ _ hN']
```

Q: If the shifted error is \(v(N\theta)/N\), I could choose \(\theta\) to make it vanish.

A: You can, for this kernel. You need \(2-2\cos(N\theta)=1\), and \(N\theta=\pi/3\) does it. The mesh spacing is \(2\pi/N\), so \(\theta=\pi/(3N)\) is one sixth of a step. The last theorem checks that this displacement avoids the singularity and then evaluates \(\ln 1=0\). The exact cancellation relies on the form of \(v\) and is in general lost once the kernel is multiplied by a function of \(q\). If that function is smooth and \(2\pi\)-periodic, the error of order \(1/N\) still cancels, but smaller errors generally remain; this is not part of the formal proof.

```lean
/-- A mesh of `N > 0` points shifted by one sixth of a step reproduces the exact zone average. -/
theorem sixth_step_exact (N : ℕ) (hN : 0 < N) : shiftedMean N (π / (3 * N)) = zoneMean := by
  have hN' : (N : ℝ) ≠ 0 := by exact_mod_cast hN.ne'
  have hx : (N : ℝ) * (π / (3 * N)) = π / 3 := by field_simp
  rw [zoneMean_eq_zero.2, shiftedMean_eq N hN _ (by rw [hx, Real.cos_pi_div_three]; norm_num),
    hx, wireKernel, Real.cos_pi_div_three]
  norm_num

end

end WireKernelMesh
```

```lean
#print axioms WireKernelMesh.means_tendsto
#print axioms WireKernelMesh.scaled_errors
#print axioms WireKernelMesh.sixth_step_exact
```

```
'WireKernelMesh.means_tendsto' depends on axioms: [propext, Classical.choice, Quot.sound]
'WireKernelMesh.scaled_errors' depends on axioms: [propext, Classical.choice, Quot.sound]
'WireKernelMesh.sixth_step_exact' depends on axioms: [propext, Classical.choice, Quot.sound]
```
